# Pruned plane-wave FFT with 4n+1 points per axis: the transform count tends to (π/16 + 3/2)/3 of the full count

Let the plane-wave coefficients of an orbital lie in the cutoff sphere i² + j² + k² ≤ n², on a cubic grid with N = 4n + 1 points per axis. Write s_n for the number of integer pairs with i² + j² ≤ n². A three-dimensional transform that skips the lines known to be zero uses s_n + (2n+1)N + N² one-dimensional transforms, where the full one uses 3N². As n grows,

s_n/N² → π/16,

(s_n + (2n+1)N + N²)/(3N²) → (π/16 + 3/2)/3,

and the second limit lies between 0.565 and 0.566. In a plane-wave electronic-structure code, such a transform takes an orbital to real space, where a local potential acts by multiplication; the result counts its lines for a cubic cell with a spherical cutoff centred at zero, and does not measure run time.

```lean
import Mathlib

open Filter Topology MeasureTheory
open scoped Real

namespace PrunedPlaneWaveFFT

noncomputable section
```

## The grid and the cutoff sphere

The product of one orbital with the complex conjugate of another contains differences of two frequencies from the sphere. Along each axis these run from −2n to 2n, which makes 4n + 1 values. The grid size is chosen to hold them all.

```lean
/-- Number of grid points per axis. -/
def gridSize (n : ℕ) : ℕ := 4 * n + 1
```

The frequencies are kept as signed integers, not as array indices from 0 to N − 1.

```lean
/-- The integer frequencies from `-2n` to `2n` along one axis. -/
def band (n : ℕ) : Finset ℤ := Finset.Icc (-(2 * (n : ℤ))) (2 * (n : ℤ))
```

The cutoff stands for a maximum kinetic energy, which in a cubic cell and for zero Bloch vector is proportional to i² + j² + k². Its radius is taken to be an integer n in units of the reciprocal spacing.

```lean
/-- The plane waves of the grid inside the cutoff sphere of radius `n`. -/
def cutoffSphere (n : ℕ) : Finset (ℤ × ℤ × ℤ) :=
  (band n ×ˢ band n ×ˢ band n).filter
    (fun g => g.1 ^ 2 + g.2.1 ^ 2 + g.2.2 ^ 2 ≤ (n : ℤ) ^ 2)
```

A stick is a pair (i, j) for which the column along the third frequency meets the sphere. A layer is a value of i that occurs in the sphere. Both are defined as projections, so their shapes have to be derived.

```lean
/-- The sticks: columns along `z` that meet the cutoff sphere. -/
def sticks (n : ℕ) : Finset (ℤ × ℤ) := (cutoffSphere n).image (fun g => (g.1, g.2.1))

/-- The layers: values of the first frequency that occur in the cutoff sphere. -/
def layers (n : ℕ) : Finset ℤ := (cutoffSphere n).image (fun g => g.1)
```

## Three stages and their count

The transform from coefficients c(i,j,k) to real space uses the phase exp(2πi·kx/N), where the i in the exponent is the imaginary unit, with a positive sign and no normalising factor.

```lean
/-- The Fourier phase of frequency `k` at grid point `x`. -/
def phase (n : ℕ) (k x : ℤ) : ℂ :=
  Complex.exp (2 * π * Complex.I * k * x / gridSize n)
```

The first stage sums over k for each pair (i, j):

A(i,j,z) = Σ_k c(i,j,k) exp(2πi·kz/N).

```lean
/-- First stage: one-dimensional transforms along `z`. -/
def transformZ (n : ℕ) (c : ℤ → ℤ → ℤ → ℂ) (i j z : ℤ) : ℂ :=
  ∑ k ∈ band n, c i j k * phase n k z
```

The second sums over j for each pair (i, z):

B(i,y,z) = Σ_j A(i,j,z) exp(2πi·jy/N).

```lean
/-- Second stage: one-dimensional transforms along `y` of the first-stage output. -/
def transformY (n : ℕ) (c : ℤ → ℤ → ℤ → ℂ) (i y z : ℤ) : ℂ :=
  ∑ j ∈ band n, transformZ n c i j z * phase n j y
```

The third would sum over i for each of the N² pairs (y, z). It enters the file only through its count, because nothing is skipped there. The pruned total is therefore one transform per stick, N per layer, and N² at the end.

```lean
/-- Number of one-dimensional transforms when only sticks are treated along `z`,
only layers along `y`, and all lines along `x`. -/
def prunedTransforms (n : ℕ) : ℕ :=
  (sticks n).card + (layers n).card * gridSize n + gridSize n ^ 2

/-- The pruned number of transforms divided by the number `3N²` of the full transform. -/
def prunedShare (n : ℕ) : ℝ := (prunedTransforms n : ℝ) / (3 * (gridSize n : ℝ) ^ 2)
```

All lines have length N, so the share compares like with like. It leaves out memory traffic, communication and the choice of FFT-friendly grid sizes.

## Skipped lines carry only zeros

If (i, j) is not a stick, then every c(i,j,k) in its column vanishes, and so A(i,j,z) = 0 for all z. If i is not a layer, every A(i,j,z) vanishes, and so B(i,y,z) = 0. The hypothesis `hc` states that the coefficients vanish outside the sphere. The proof shows that each term of the sum is zero.

```lean
/-- For coefficients supported in the cutoff sphere, the first stage vanishes off the sticks
and the second stage vanishes off the layers. -/
theorem pruning_exact (n : ℕ) (c : ℤ → ℤ → ℤ → ℂ)
    (hc : ∀ i j k, (i, j, k) ∉ cutoffSphere n → c i j k = 0) :
    (∀ i j z, (i, j) ∉ sticks n → transformZ n c i j z = 0) ∧
    (∀ i y z, i ∉ layers n → transformY n c i y z = 0) := by
  constructor
  · intro i j z hij
    refine Finset.sum_eq_zero fun k _ => ?_
    rw [hc i j k (fun h => hij (Finset.mem_image.mpr ⟨_, h, rfl⟩)), zero_mul]
  · intro i y z hi
    refine Finset.sum_eq_zero fun j _ => ?_
    have hz : transformZ n c i j z = 0 := by
      refine Finset.sum_eq_zero fun k _ => ?_
      rw [hc i j k (fun h => hi (Finset.mem_image.mpr ⟨_, h, rfl⟩)), zero_mul]
    rw [hz, zero_mul]
```

## Sticks fill a disc, layers an interval

If i² + j² + k² ≤ n², then i² + j² ≤ n². Conversely, if i² + j² ≤ n², the point (i, j, 0) lies in the sphere. The Lean proof also checks that this point lies within the frequency band, which follows from |i| ≤ n and |j| ≤ n.

```lean
/-- A column is a stick exactly when its two frequencies lie in the disc of radius `n`. -/
theorem mem_sticks {n : ℕ} {p : ℤ × ℤ} :
    p ∈ sticks n ↔ p.1 ^ 2 + p.2 ^ 2 ≤ (n : ℤ) ^ 2 := by
  have hn : (0 : ℤ) ≤ n := Int.natCast_nonneg n
  constructor
  · intro h
    obtain ⟨g, hg, rfl⟩ := Finset.mem_image.mp h
    have h2 := (Finset.mem_filter.mp hg).2
    change g.1 ^ 2 + g.2.1 ^ 2 ≤ (n : ℤ) ^ 2
    nlinarith [sq_nonneg g.2.2]
  · intro h
    have h1 := abs_le.mp (abs_le_of_sq_le_sq (by nlinarith [sq_nonneg p.2] :
      p.1 ^ 2 ≤ (n : ℤ) ^ 2) hn)
    have h2 := abs_le.mp (abs_le_of_sq_le_sq (by nlinarith [sq_nonneg p.1] :
      p.2 ^ 2 ≤ (n : ℤ) ^ 2) hn)
    refine Finset.mem_image.mpr ⟨(p.1, p.2, 0), ?_, rfl⟩
    simp only [cutoffSphere, band, Finset.mem_filter, Finset.mem_product, Finset.mem_Icc]
    refine ⟨⟨⟨?_, ?_⟩, ⟨?_, ?_⟩, ?_, ?_⟩, ?_⟩ <;> linarith [h1.1, h1.2, h2.1, h2.2]
```

In the same way the layers are the integers with |i| ≤ n, and there are 2n + 1 of them. This gives the count

s_n + (2n+1)N + N².

For n = 2 we have N = 9. The pairs with i² + j² ≤ 4 are the origin, four at distance 1, four at distance √2 and four at distance 2, so s_2 = 13. The count is 13 + 5·9 + 81 = 139 out of 243, a share of about 0.572. In the smallest case, n = 0, the grid has one point, the count is 1 + 1 + 1 = 3 out of 3, and pruning saves nothing.

```lean
/-- The pruned transform uses `s + (2n+1)N + N²` one-dimensional transforms,
where `s` is the number of sticks. -/
theorem prunedTransforms_eq (n : ℕ) :
    prunedTransforms n = (sticks n).card + (2 * n + 1) * gridSize n + gridSize n ^ 2 := by
  have hl : layers n = Finset.Icc (-(n : ℤ)) n := by
    ext i
    rw [Finset.mem_Icc]
    constructor
    · intro h
      obtain ⟨g, hg, rfl⟩ := Finset.mem_image.mp h
      have h2 := (Finset.mem_filter.mp hg).2
      exact abs_le.mp (abs_le_of_sq_le_sq
        (by nlinarith [sq_nonneg g.2.1, sq_nonneg g.2.2]) (Int.natCast_nonneg n))
    · rintro ⟨h1, h2⟩
      have hs : (i, (0 : ℤ)) ∈ sticks n := mem_sticks.mpr (by
        change i ^ 2 + 0 ^ 2 ≤ (n : ℤ) ^ 2
        nlinarith)
      obtain ⟨g, hg, he⟩ := Finset.mem_image.mp hs
      exact Finset.mem_image.mpr ⟨g, hg, congrArg Prod.fst he⟩
  have hcard : (layers n).card = 2 * n + 1 := by
    rw [hl, Int.card_Icc]
    omega
  rw [prunedTransforms, hcard]
```

## Counting sticks by area

To estimate s_n, centre a unit square on each stick and compare the area covered with that of a disc.

```lean
/-- The closed disc of radius `r` in the plane. -/
def disc (r : ℝ) : Set (ℝ × ℝ) := {p | p.1 ^ 2 + p.2 ^ 2 ≤ r ^ 2}
```

The squares are half-open, so that neighbours do not share an edge.

```lean
/-- The unit square centred on a column. -/
def cell (p : ℤ × ℤ) : Set (ℝ × ℝ) :=
  Set.Ico ((p.1 : ℝ) - 1 / 2) ((p.1 : ℝ) + 1 / 2) ×ˢ
    Set.Ico ((p.2 : ℝ) - 1 / 2) ((p.2 : ℝ) + 1 / 2)
```

A disc of radius r ≥ 0 has area πr². Mathlib has this for the complex plane, and the lemma carries it over to pairs of real numbers by the area-preserving map z ↦ (Re z, Im z).

```lean
lemma volume_disc {r : ℝ} (hr : 0 ≤ r) : volume (disc r) = ENNReal.ofReal (π * r ^ 2) := by
  have hm : MeasurableSet (disc r) := measurableSet_le (by fun_prop) (by fun_prop)
  rw [← Complex.volume_preserving_equiv_real_prod.measure_preimage hm.nullMeasurableSet]
  have hb : Complex.measurableEquivRealProd ⁻¹' disc r = Metric.closedBall 0 r := by
    ext z
    rw [mem_closedBall_zero_iff]
    change z.re ^ 2 + z.im ^ 2 ≤ r ^ 2 ↔ ‖z‖ ≤ r
    have h : z.re ^ 2 + z.im ^ 2 = ‖z‖ ^ 2 := by
      rw [Complex.sq_norm, Complex.normSq_apply]; ring
    rw [h]
    exact pow_le_pow_iff_left₀ (norm_nonneg z) hr two_ne_zero
  have hp : (NNReal.pi : ENNReal) = ENNReal.ofReal π := by
    rw [← NNReal.coe_real_pi, ENNReal.ofReal_coe_nnreal]
  rw [hb, Complex.volume_closedBall, hp, ENNReal.ofReal_mul Real.pi_pos.le,
    ENNReal.ofReal_pow hr, mul_comm]
```

Two squares with a common point have centres that differ by less than 1 along each axis. The centres are integers, so they coincide. The squares are therefore disjoint, each has area 1, and their union has area s_n.

```lean
/-- The unit squares centred on the sticks cover an area equal to the number of sticks. -/
theorem volume_cells (n : ℕ) : volume (⋃ p ∈ sticks n, cell p) = ((sticks n).card : ENNReal) := by
  have key : ∀ (a b : ℤ) (t : ℝ), t ∈ Set.Ico ((a : ℝ) - 1 / 2) ((a : ℝ) + 1 / 2) →
      t ∈ Set.Ico ((b : ℝ) - 1 / 2) ((b : ℝ) + 1 / 2) → a = b := by
    rintro a b t ⟨h1, h2⟩ ⟨h3, h4⟩
    have h5 : a < b + 1 := by exact_mod_cast (by linarith : (a : ℝ) < b + 1)
    have h6 : b < a + 1 := by exact_mod_cast (by linarith : (b : ℝ) < a + 1)
    omega
  have e : ∀ x : ℝ, x + 1 / 2 - (x - 1 / 2) = 1 := fun x => by ring
  have hv : ∀ p, volume (cell p) = 1 := by
    intro p
    rw [cell, Measure.volume_eq_prod, Measure.prod_prod, Real.volume_Ico, Real.volume_Ico]
    simp only [e, ENNReal.ofReal_one, mul_one]
  rw [measure_biUnion_finset]
  · simp [hv]
  · intro p _ q _ hpq
    change Disjoint (cell p) (cell q)
    exact Set.disjoint_left.mpr fun x hx hy =>
      hpq (Prod.ext (key _ _ _ hx.1 hy.1) (key _ _ _ hx.2 hy.2))
  · intro p _
    exact measurableSet_Ico.prod measurableSet_Ico
```

Now move a point (u, v) with u² + v² ≤ r² by d = (d₁, d₂), where |d₁| ≤ 1/2 and |d₂| ≤ 1/2. Then d₁² + d₂² ≤ 1/2, and by Cauchy–Schwarz u·d₁ + v·d₂ ≤ r. Hence

(u+d₁)² + (v+d₂)² ≤ r² + 2r + 1/2 ≤ (r+1)².

In Lean the moved point is (x, y), and `hc` inside the proof is the squared Cauchy–Schwarz bound.

```lean
lemma shift_le {u v x y r : ℝ} (hr : 0 ≤ r) (h : u ^ 2 + v ^ 2 ≤ r ^ 2)
    (hx : |x - u| ≤ 1 / 2) (hy : |y - v| ≤ 1 / 2) : x ^ 2 + y ^ 2 ≤ (r + 1) ^ 2 := by
  have ha : (x - u) ^ 2 ≤ 1 / 4 := by
    have := abs_le.mp hx
    nlinarith [mul_nonneg (sub_nonneg.2 this.1) (sub_nonneg.2 this.2)]
  have hb : (y - v) ^ 2 ≤ 1 / 4 := by
    have := abs_le.mp hy
    nlinarith [mul_nonneg (sub_nonneg.2 this.1) (sub_nonneg.2 this.2)]
  -- Cauchy-Schwarz for the cross term
  have h1 : (u ^ 2 + v ^ 2) * ((x - u) ^ 2 + (y - v) ^ 2) ≤ r ^ 2 * 1 :=
    mul_le_mul h (by linarith) (by positivity) (by positivity)
  have hc : (u * (x - u) + v * (y - v)) ^ 2 ≤ r ^ 2 := by
    nlinarith [sq_nonneg (u * (y - v) - v * (x - u))]
  have hd := (abs_le.mp (abs_le_of_sq_le_sq hc hr)).2
  nlinarith
```

Every point of a square is such a shift of its stick, which lies in the disc of radius n. The union therefore lies in the disc of radius n + 1, and comparing areas gives

s_n ≤ π(n+1)².

```lean
/-- The number of sticks is at most the area of the disc of radius `n + 1`. -/
theorem sticks_le (n : ℕ) : ((sticks n).card : ℝ) ≤ π * ((n : ℝ) + 1) ^ 2 := by
  have hsub : (⋃ p ∈ sticks n, cell p) ⊆ disc ((n : ℝ) + 1) := by
    intro x hx
    obtain ⟨p, hp, hx1, hx2⟩ := Set.mem_iUnion₂.mp hx
    have hp' : (p.1 : ℝ) ^ 2 + (p.2 : ℝ) ^ 2 ≤ (n : ℝ) ^ 2 := by
      exact_mod_cast mem_sticks.mp hp
    exact shift_le (Nat.cast_nonneg n) hp'
      (abs_le.mpr ⟨by linarith [hx1.1], by linarith [hx1.2]⟩)
      (abs_le.mpr ⟨by linarith [hx2.1], by linarith [hx2.2]⟩)
  have h := measure_mono (μ := volume) hsub
  rw [volume_cells, volume_disc (by positivity), ← ENNReal.ofReal_natCast,
    ENNReal.ofReal_le_ofReal_iff (by positivity)] at h
  exact h
```

For the lower bound let n ≥ 1 and take a point in the disc of radius n − 1. Rounding each coordinate to the nearest integer, ⌊x + 1/2⌋, is again a shift by at most 1/2 per axis, so the rounded pair lies in the disc of radius n and is a stick. Its square contains the original point. Hence

π(n−1)² ≤ s_n.

```lean
/-- For `n ≥ 1` the number of sticks is at least the area of the disc of radius `n - 1`. -/
theorem le_sticks {n : ℕ} (hn : 1 ≤ n) : π * ((n : ℝ) - 1) ^ 2 ≤ ((sticks n).card : ℝ) := by
  have hr : (0 : ℝ) ≤ (n : ℝ) - 1 := sub_nonneg.mpr (by exact_mod_cast hn)
  have hsub : disc ((n : ℝ) - 1) ⊆ ⋃ p ∈ sticks n, cell p := by
    intro x hx
    -- round both coordinates to the nearest integer
    have a1 := Int.floor_le (x.1 + 1 / 2)
    have a2 := Int.lt_floor_add_one (x.1 + 1 / 2)
    have b1 := Int.floor_le (x.2 + 1 / 2)
    have b2 := Int.lt_floor_add_one (x.2 + 1 / 2)
    have h := shift_le hr hx
      (abs_le.mpr ⟨by linarith, by linarith⟩ : |(⌊x.1 + 1 / 2⌋ : ℝ) - x.1| ≤ 1 / 2)
      (abs_le.mpr ⟨by linarith, by linarith⟩ : |(⌊x.2 + 1 / 2⌋ : ℝ) - x.2| ≤ 1 / 2)
    rw [sub_add_cancel] at h
    have c1 : x.1 ∈ Set.Ico ((⌊x.1 + 1 / 2⌋ : ℝ) - 1 / 2) ((⌊x.1 + 1 / 2⌋ : ℝ) + 1 / 2) :=
      ⟨by linarith, by linarith⟩
    have c2 : x.2 ∈ Set.Ico ((⌊x.2 + 1 / 2⌋ : ℝ) - 1 / 2) ((⌊x.2 + 1 / 2⌋ : ℝ) + 1 / 2) :=
      ⟨by linarith, by linarith⟩
    exact Set.mem_iUnion₂.mpr ⟨(⌊x.1 + 1 / 2⌋, ⌊x.2 + 1 / 2⌋),
      mem_sticks.mpr (by exact_mod_cast h), ⟨c1, c2⟩⟩
  have h := measure_mono (μ := volume) hsub
  rw [volume_cells, volume_disc hr, ← ENNReal.ofReal_natCast,
    ENNReal.ofReal_le_ofReal_iff (by positivity)] at h
  exact h
```

## The limit of the stick fraction

Since N = 4n + 1, the inverse 1/N tends to zero.

```lean
lemma gridSize_cast (n : ℕ) : (gridSize n : ℝ) = 4 * (n : ℝ) + 1 := by
  simp [gridSize]

lemma tendsto_inv_gridSize : Tendsto (fun n => (gridSize n : ℝ)⁻¹) atTop (𝓝 0) := by
  refine tendsto_inv_atTop_zero.comp
    (tendsto_atTop_mono (fun n => ?_) (tendsto_natCast_atTop_atTop (R := ℝ)))
  rw [gridSize_cast]
  linarith [Nat.cast_nonneg (α := ℝ) n]
```

Substituting n − 1 = (N−5)/4 and n + 1 = (N+3)/4 into the two area bounds and dividing by N² gives, for n ≥ 1,

(π/16)(1 − 5/N)² ≤ s_n/N² ≤ (π/16)(1 + 3/N)².

Both sides tend to π/16, and so does the fraction between them. In the proof, `lim` supplies both outer limits, and the two identities named `e` perform the substitution.

```lean
/-- The fraction of columns that are sticks tends to `π/16`. -/
theorem stick_fraction_tendsto :
    Tendsto (fun n => ((sticks n).card : ℝ) / (gridSize n : ℝ) ^ 2) atTop (𝓝 (π / 16)) := by
  have lim : ∀ a : ℝ, Tendsto (fun n => π / 16 * (1 + a * (gridSize n : ℝ)⁻¹) ^ 2)
      atTop (𝓝 (π / 16)) := by
    intro a
    have h := (((tendsto_inv_gridSize.const_mul a).const_add 1).pow 2).const_mul (π / 16)
    rwa [show π / 16 * (1 + a * 0) ^ 2 = π / 16 by ring] at h
  refine tendsto_of_tendsto_of_tendsto_of_le_of_le' (lim (-5)) (lim 3) ?_ ?_
  · filter_upwards [eventually_ge_atTop 1] with n hn
    have h0 : (0 : ℝ) < 4 * (n : ℝ) + 1 := by positivity
    rw [gridSize_cast, le_div_iff₀ (pow_pos h0 2)]
    have e : π / 16 * (1 + -5 * (4 * (n : ℝ) + 1)⁻¹) ^ 2 * (4 * (n : ℝ) + 1) ^ 2
        = π * ((n : ℝ) - 1) ^ 2 := by
      have h1 : (1 + -5 * (4 * (n : ℝ) + 1)⁻¹) * (4 * (n : ℝ) + 1) = 4 * ((n : ℝ) - 1) := by
        rw [add_mul, mul_assoc, inv_mul_cancel₀ h0.ne']; ring
      rw [mul_assoc, ← mul_pow, h1]; ring
    rw [e]
    exact le_sticks hn
  · refine Eventually.of_forall fun n => ?_
    have h0 : (0 : ℝ) < 4 * (n : ℝ) + 1 := by positivity
    change ((sticks n).card : ℝ) / (gridSize n : ℝ) ^ 2 ≤
      π / 16 * (1 + 3 * (gridSize n : ℝ)⁻¹) ^ 2
    rw [gridSize_cast, div_le_iff₀ (pow_pos h0 2)]
    have e : π / 16 * (1 + 3 * (4 * (n : ℝ) + 1)⁻¹) ^ 2 * (4 * (n : ℝ) + 1) ^ 2
        = π * ((n : ℝ) + 1) ^ 2 := by
      have h1 : (1 + 3 * (4 * (n : ℝ) + 1)⁻¹) * (4 * (n : ℝ) + 1) = 4 * ((n : ℝ) + 1) := by
        rw [add_mul, mul_assoc, inv_mul_cancel₀ h0.ne']; ring
      rw [mul_assoc, ← mul_pow, h1]; ring
    rw [e]
    exact sticks_le n
```

## The limit of the pruned share

Because 2n + 1 = (N+1)/2, the layer term is (2n+1)/N = 1/2 + 1/(2N). The share is then exactly

(s_n/N² + 3/2 + 1/(2N))/3,

which tends to (π/16 + 3/2)/3. With 3.14 < π < 3.15 this number lies between 0.5654 and 0.5657, and hence within the stated bounds. Most of it comes from the last two stages: in the limit they contribute 1/2, and the first stage contributes π/48, about 0.065.

```lean
/-- The pruned share of one-dimensional transforms tends to `(π/16 + 3/2)/3`,
a number between 0.565 and 0.566. -/
theorem prunedShare_tendsto :
    Tendsto prunedShare atTop (𝓝 ((π / 16 + 3 / 2) / 3)) ∧
    0.565 < (π / 16 + 3 / 2) / 3 ∧ (π / 16 + 3 / 2) / 3 < 0.566 := by
  refine ⟨?_, by linarith [Real.pi_gt_d2], by linarith [Real.pi_lt_d2]⟩
  -- the share is the stick fraction plus 3/2 plus a term of order 1/N, over three
  have e : prunedShare = fun n => (((sticks n).card : ℝ) / (gridSize n : ℝ) ^ 2 +
      (3 / 2 + 1 / 2 * (gridSize n : ℝ)⁻¹)) / 3 := by
    funext n
    have h0 : (4 * (n : ℝ) + 1) ≠ 0 := by positivity
    rw [prunedShare, prunedTransforms_eq]
    push_cast
    rw [gridSize_cast]
    field_simp
    ring
  rw [e]
  have h := (stick_fraction_tendsto.add
    ((tendsto_inv_gridSize.const_mul (1 / 2)).const_add (3 / 2))).div_const 3
  rwa [show (π / 16 + (3 / 2 + 1 / 2 * 0)) / 3 = (π / 16 + 3 / 2) / 3 by ring] at h

end

end PrunedPlaneWaveFFT
```

```lean
#print axioms PrunedPlaneWaveFFT.pruning_exact
-- 'PrunedPlaneWaveFFT.pruning_exact' depends on axioms: [propext, Classical.choice, Quot.sound]
#print axioms PrunedPlaneWaveFFT.prunedShare_tendsto
-- 'PrunedPlaneWaveFFT.prunedShare_tendsto' depends on axioms: [propext, Classical.choice, Quot.sound]
```
